# For atoms at least d apart in three dimensions, the r⁻⁶ dispersion sum at each atom is at most 250/d⁶

To bound the total $r^{-6}$ dispersion attraction on one atom, however many others surround it, we represent the repulsion between atoms by a single number: a smallest distance $d>0$ allowed between any two of them. This distance is postulated. It stands for the Pauli repulsion that keeps closed electron shells from overlapping strongly. Write $r_{ij}$ for the distance between atoms $i$ and $j$. The bound is then

$$\sum_{j\neq i}\frac{1}{r_{ij}^{6}}\le\frac{250}{d^{6}},$$

with a constant that does not depend on the number of atoms.

```lean
import Mathlib

open MeasureTheory Metric

namespace UniformDispersionBound

noncomputable section
```

## Positions, minimum distance and energy

Atoms are points in Euclidean space of dimension three, with the usual distance.

```lean
/-- Three-dimensional Euclidean space, in which the atoms sit. -/
abbrev Space := EuclideanSpace ℝ (Fin 3)
```

The atoms carry labels from a type `ι`, which may be infinite, so a crystal is allowed. A configuration is a map `x : ι → Space`, and the postulate reads $r_{ij}\ge d$ for all $i\ne j$. In the theory of liquids, "hard core" usually names a pair potential that is infinite at short distance; here `HardCore d x` is a condition on the positions alone.

```lean
variable {ι : Type*}

/-- Any two different atoms are at least a distance `d` apart. -/
def HardCore (d : ℝ) (x : ι → Space) : Prop :=
  ∀ i j, i ≠ j → d ≤ dist (x i) (x j)
```

For a finite set $S$ of atoms, the quantity to be bounded is $\sum_{j\in S,\,j\ne i} r_{ij}^{-6}$. In Lean, `S.erase i` is $S$ with $i$ removed; atom $i$ need not belong to $S$ in the first place.

```lean
/-- The sum of `r_ij⁻⁶` over the atoms `j` of the finite set `S` other than `i`,
for atoms at positions different from that of `i`. -/
def dispersionSum [DecidableEq ι] (x : ι → Space) (S : Finset ι) (i : ι) : ℝ :=
  ∑ j ∈ S.erase i, 1 / dist (x i) (x j) ^ 6
```

The London energy weights each pair with a coefficient $C_{ij}$, positive for attraction:

$$E(S)=-\frac12\sum_{i\in S}\sum_{\substack{j\in S\\ j\neq i}}\frac{C_{ij}}{r_{ij}^{6}}.$$

The factor $\tfrac12$ corrects for counting each pair twice. Such a pair sum is a model of the true dispersion energy: it leaves out many-body terms, higher multipole terms such as those in $r^{-8}$, retardation and the damping at short range.

```lean
/-- The London energy of the atoms in `S`, at distinct positions: half the sum of
`-C_ij / r_ij⁶` over ordered pairs of different atoms. -/
def dispersionEnergy [DecidableEq ι] (C : ι → ι → ℝ) (x : ι → Space) (S : Finset ι) : ℝ :=
  -(1 / 2) * ∑ i ∈ S, ∑ j ∈ S.erase i, C i j / dist (x i) (x j) ^ 6
```

## Counting atoms by volume

Suppose $n$ atoms lie within a distance $R\ge0$ of a point $c$. Draw an open ball of radius $d/2$ around each. Since the centres are at least $d$ apart, these balls are disjoint, and by the triangle inequality they all lie in the ball of radius $R+d/2$ around $c$. Comparing volumes gives

$$n\,\frac{4\pi}{3}\Big(\frac d2\Big)^3\le\frac{4\pi}{3}\Big(R+\frac d2\Big)^3,
\qquad\text{so}\qquad n\Big(\frac d2\Big)^3\le\Big(R+\frac d2\Big)^3 .$$

For $R=0$ this says $n\le1$, as it should.

In the proof, `hdisj` is the disjointness and `hsub` the inclusion. The value $4\pi/3$ is never needed: `hB` says that a ball of radius $r$ has $r^3$ times the volume of the unit ball, and that common factor, being positive and finite, is cancelled in the last line.

```lean
/-- Volume comparison: if atoms at least `d > 0` apart lie within `R ≥ 0` of a point, their
number times `(d/2)³` is at most `(R + d/2)³`. -/
theorem volume_comparison {d R : ℝ} {x : ι → Space} (hd : 0 < d) (hR : 0 ≤ R)
    (hx : HardCore d x) (c : Space) (T : Finset ι) (hT : ∀ j ∈ T, dist (x j) c ≤ R) :
    (T.card : ℝ) * (d / 2) ^ 3 ≤ (R + d / 2) ^ 3 := by
  -- the balls of radius d/2 are disjoint and lie in one large ball
  have hdisj : (T : Set ι).PairwiseDisjoint (fun j => ball (x j) (d / 2)) := by
    intro i _ j _ hij
    show Disjoint (ball (x i) (d / 2)) (ball (x j) (d / 2))
    exact ball_disjoint_ball (by linarith [hx i j hij])
  have hsub : (⋃ j ∈ T, ball (x j) (d / 2)) ⊆ ball c (R + d / 2) :=
    Set.iUnion₂_subset fun j hj => ball_subset_ball' (by linarith [hT j hj])
  have hB : ∀ (y : Space) (r : ℝ), 0 ≤ r →
      volume (ball y r) = ENNReal.ofReal (r ^ 3) * volume (ball (0 : Space) 1) := by
    intro y r hr
    rw [Measure.addHaar_ball volume y hr, finrank_euclideanSpace_fin]
  have hvol := measure_mono (μ := volume) hsub
  rw [measure_biUnion_finset hdisj (fun _ _ => measurableSet_ball),
    Finset.sum_congr rfl (fun j _ => hB (x j) (d / 2) (by positivity)),
    hB c (R + d / 2) (by positivity), Finset.sum_const, nsmul_eq_mul, ← mul_assoc] at hvol
  have hpos : volume (ball (0 : Space) 1) ≠ 0 := (measure_ball_pos volume 0 one_pos).ne'
  have hfin : volume (ball (0 : Space) 1) ≠ ⊤ := measure_ball_lt_top.ne
  -- cancel the volume of the unit ball
  have h := ENNReal.toReal_mono (ENNReal.mul_ne_top ENNReal.ofReal_ne_top hfin) hvol
  have h1 : 0 ≤ (d / 2) ^ 3 := by positivity
  have h2 : 0 ≤ (R + d / 2) ^ 3 := by positivity
  simp only [ENNReal.toReal_mul, ENNReal.toReal_natCast, ENNReal.toReal_ofReal h1,
    ENNReal.toReal_ofReal h2] at h
  exact le_of_mul_le_mul_right h (ENNReal.toReal_pos hpos hfin)
```

Now take $c$ to be the position of atom $i$ and $R=2^{k+1}d$, with $k=0,1,2,\dots$ Because $2^k\ge1$,

$$R+\frac d2=(4\cdot2^k+1)\frac d2\le5\cdot2^k\,\frac d2 .$$

Cubing the right-hand side gives $125\,(2^k)^3(d/2)^3$, where $(2^k)^3=8^k$.

```lean
lemma eight_pow (k : ℕ) : (8 : ℝ) ^ k = (2 ^ k) ^ 3 := by
  rw [← pow_mul, mul_comm, pow_mul]
  norm_num
```

Dividing by $(d/2)^3$ leaves $n\le125\cdot8^k$. In the proof, `h2` is the displayed estimate after cubing and `h3` evaluates the cube.

```lean
/-- Among atoms at least `d > 0` apart, at most `125 · 8^k` lie within `2^(k+1) d` of
atom `i`. -/
theorem shell_count {d : ℝ} {x : ι → Space} (hd : 0 < d) (hx : HardCore d x) (i : ι)
    (k : ℕ) (T : Finset ι) (hT : ∀ j ∈ T, dist (x i) (x j) ≤ 2 ^ (k + 1) * d) :
    (T.card : ℝ) ≤ 125 * 8 ^ k := by
  have h := volume_comparison hd (R := 2 ^ (k + 1) * d) (by positivity) hx (x i) T
    (fun j hj => by rw [dist_comm]; exact hT j hj)
  have h1 : (1 : ℝ) ≤ 2 ^ k := one_le_pow₀ (by norm_num)
  have h2 : (2 ^ (k + 1) * d + d / 2) ^ 3 ≤ (5 * 2 ^ k * (d / 2)) ^ 3 :=
    pow_le_pow_left₀ (by positivity)
      (by rw [pow_succ]; nlinarith [mul_le_mul_of_nonneg_right h1 hd.le]) 3
  have h3 : (5 * 2 ^ k * (d / 2)) ^ 3 = 125 * 8 ^ k * (d / 2) ^ 3 := by
    rw [eight_pow]; ring
  exact le_of_mul_le_mul_right (h.trans (h2.trans h3.le)) (by positivity)
```

## Adding up the shells

Divide the surroundings of atom $i$ into shells $2^kd\le r_{ij}<2^{k+1}d$. Shell $k$ holds at most $125\cdot8^k$ atoms, and each contributes at most $1/(2^kd)^6$, so the shell contributes at most

$$125\cdot8^k\cdot\frac{1}{64^k d^6}=\frac{125}{8^k\,d^6}.$$

The bound on the number of atoms grows with the cube of the distance while the bound on each term falls with its sixth power, which leaves a geometric series. The first $K$ shells together contribute at most

$$\frac{125}{d^6}\sum_{k=0}^{K-1}8^{-k}=\frac{1000}{7}\,\frac{1-8^{-K}}{d^6}.$$

The formal proof is an induction on $K$. For $K=0$ there is nothing to sum, because no other atom is closer than $d$. In the step from $K$ to $K+1$, the atoms within $2^{K+1}d$ are split into those within $2^Kd$, handled by the induction hypothesis `ih`, and the new shell. There `hcard` bounds the number of atoms, `hout` bounds the sum by that number times the largest possible term, and `hshell` combines the two. What remains is the identity

$$\frac{1000}{7}\big(1-8^{-K}\big)+125\cdot8^{-K}=\frac{1000}{7}\big(1-8^{-(K+1)}\big),$$

which `ring` verifies.

```lean
/-- For atoms at least `d > 0` apart, those closer to atom `i` than `2^K d` contribute at most
`(1000/7)(1 - 8^(-K)) / d⁶` to its dispersion sum. -/
theorem partial_sum_le [DecidableEq ι] {d : ℝ} {x : ι → Space} (hd : 0 < d)
    (hx : HardCore d x) (S : Finset ι) (i : ι) (K : ℕ) :
    ∑ j ∈ (S.erase i).filter (fun j => dist (x i) (x j) < 2 ^ K * d),
      1 / dist (x i) (x j) ^ 6 ≤ 1000 / 7 * (1 - (1 / 8) ^ K) / d ^ 6 := by
  induction K with
  | zero =>
    have hempty : (S.erase i).filter (fun j => dist (x i) (x j) < 2 ^ 0 * d) = ∅ :=
      Finset.filter_false_of_mem fun j hj => by
        simpa using hx i j (Finset.ne_of_mem_erase hj).symm
    rw [hempty]
    simp
  | succ K ih =>
    -- split off the outermost shell
    set A := (S.erase i).filter (fun j => dist (x i) (x j) < 2 ^ (K + 1) * d) with hA
    have hmono : 2 ^ K * d ≤ 2 ^ (K + 1) * d := by
      have : 0 < 2 ^ K * d := by positivity
      rw [pow_succ]; linarith
    have hin : A.filter (fun j => dist (x i) (x j) < 2 ^ K * d) =
        (S.erase i).filter (fun j => dist (x i) (x j) < 2 ^ K * d) := by
      ext j
      simp only [hA, Finset.mem_filter]
      exact ⟨fun h => ⟨h.1.1, h.2⟩, fun h => ⟨⟨h.1, h.2.trans_le hmono⟩, h.2⟩⟩
    have hcard := shell_count hd hx i K
      (A.filter (fun j => ¬ dist (x i) (x j) < 2 ^ K * d))
      (fun j hj => (Finset.mem_filter.1 (Finset.mem_filter.1 hj).1).2.le)
    have hout := Finset.sum_le_card_nsmul
      (A.filter (fun j => ¬ dist (x i) (x j) < 2 ^ K * d))
      (fun j => 1 / dist (x i) (x j) ^ 6) (1 / (2 ^ K * d) ^ 6)
      (fun j hj => one_div_le_one_div_of_le (by positivity)
        (pow_le_pow_left₀ (by positivity) (not_lt.1 (Finset.mem_filter.1 hj).2) 6))
    rw [nsmul_eq_mul] at hout
    have hshell := hout.trans (mul_le_mul_of_nonneg_right hcard (by positivity))
    have key : ∀ a : ℝ, 0 < a →
        125 * a ^ 3 * (1 / (a * d) ^ 6) = 125 * (1 / a ^ 3) / d ^ 6 := by
      intro a ha
      field_simp
    rw [eight_pow, key _ (by positivity), ← eight_pow, ← one_div_pow] at hshell
    rw [← Finset.sum_filter_add_sum_filter_not A (fun j => dist (x i) (x j) < 2 ^ K * d), hin]
    refine (add_le_add ih hshell).trans (le_of_eq ?_)
    rw [pow_succ]
    ring
```

## The uniform bound

A finite set $S$ is exhausted by finitely many shells: choose $K$ so large that $2^Kd$ exceeds $\sum_{j\in S}r_{ij}$, and hence every single $r_{ij}$ with $j\in S$. The previous estimate then applies to the whole sum, and

$$\frac{1000}{7}\big(1-8^{-K}\big)\le\frac{1000}{7}<250 .$$

The stated constant is thus a generous round number. It is a bound and not an estimate: in a face-centred cubic crystal with nearest-neighbour distance $d$, the sum is only about $14.5/d^6$.

In words, `dispersionSum_le` says: for every $d>0$, every configuration with minimum distance $d$, every finite set $S$ and every atom $i$, the dispersion sum is at most $250/d^6$. In the proof, `hall` records that the distance restriction removes no atom once $K$ is large enough.

```lean
/-- Uniform dispersion sum bound: if all atoms are at least `d > 0` apart, the sum of `r_ij⁻⁶`
over any finite set of atoms other than `i` is at most `250 / d⁶`. -/
theorem dispersionSum_le [DecidableEq ι] {d : ℝ} {x : ι → Space} (hd : 0 < d)
    (hx : HardCore d x) (S : Finset ι) (i : ι) : dispersionSum x S i ≤ 250 / d ^ 6 := by
  -- finitely many shells contain the whole set
  obtain ⟨K, hK⟩ := pow_unbounded_of_one_lt ((∑ j ∈ S, dist (x i) (x j)) / d)
    (one_lt_two : (1 : ℝ) < 2)
  rw [div_lt_iff₀ hd] at hK
  have hall : (S.erase i).filter (fun j => dist (x i) (x j) < 2 ^ K * d) = S.erase i :=
    Finset.filter_true_of_mem fun j hj =>
      (Finset.single_le_sum (f := fun j => dist (x i) (x j)) (fun _ _ => dist_nonneg)
        (Finset.mem_of_mem_erase hj)).trans_lt hK
  have h := partial_sum_le hd hx S i K
  rw [hall] at h
  have hq : (0 : ℝ) ≤ (1 / 8) ^ K := by positivity
  exact h.trans (div_le_div_of_nonneg_right (by linarith) (by positivity))
```

The smallest non-trivial case is two atoms at distance $d$, where the sum is $1/d^6$, far below the bound. If the atoms are only required to sit at different positions, the bound fails already for two of them: at distance $d/3$ the sum is $729/d^6$.

## Infinite arrangements

In a crystal, atom $i$ has infinitely many partners. All terms are positive and every finite partial sum is at most $250/d^6$, so the series converges, in any order of summation, and its value obeys the same bound.

The type `{j // j ≠ i}` collects all atoms other than $i$. Convergence is stated separately as `Summable`, because Lean gives the infinite sum `∑'` the value 0 when the family is not summable, and the inequality alone would then say nothing. The proof obtains `hfinite` from the previous theorem, and both parts of the conclusion follow from it.

```lean
/-- In a finite or infinite arrangement of atoms at least `d > 0` apart, the sum of `r_ij⁻⁶`
over all atoms other than `i` converges and is at most `250 / d⁶`. -/
theorem infinite_dispersionSum_le {d : ℝ} {x : ι → Space} (hd : 0 < d)
    (hx : HardCore d x) (i : ι) :
    Summable (fun j : {j // j ≠ i} => 1 / dist (x i) (x j) ^ 6) ∧
      ∑' j : {j // j ≠ i}, 1 / dist (x i) (x j) ^ 6 ≤ 250 / d ^ 6 := by
  classical
  have hfinite : ∀ u : Finset {j // j ≠ i},
      ∑ j ∈ u, 1 / dist (x i) (x j) ^ 6 ≤ 250 / d ^ 6 := by
    intro u
    have h := dispersionSum_le hd hx (u.map (Function.Embedding.subtype _)) i
    have hi : i ∉ u.map (Function.Embedding.subtype _) := by simp
    rw [dispersionSum, Finset.erase_eq_of_notMem hi, Finset.sum_map] at h
    exact h
  have hs : Summable (fun j : {j // j ≠ i} => 1 / dist (x i) (x j) ^ 6) :=
    summable_of_sum_le (fun _ => by positivity) hfinite
  exact ⟨hs, hs.tsum_le_of_sum_le hfinite⟩
```

## An energy bound proportional to the number of atoms

Let $C_{ij}\le C_{\max}$ for all pairs, with $C_{\max}\ge0$, and let $S$ contain $N$ atoms. For each atom $i$ in $S$,

$$\sum_{\substack{j\in S\\ j\ne i}}\frac{C_{ij}}{r_{ij}^6}\le C_{\max}\sum_{\substack{j\in S\\ j\ne i}}\frac1{r_{ij}^6}\le\frac{250\,C_{\max}}{d^6}.$$

Summing over the $N$ atoms and multiplying by $-\tfrac12$ reverses the inequality:

$$E(S)\ge-\frac{125\,C_{\max}N}{d^6}.$$

The energy per atom therefore has a lower bound that does not depend on the size of the system. Statistical mechanics calls such a bound stability; here it holds for configurations that respect the minimum distance. Pairwise $r^{-6}$ attractions are part of many force fields, and they are also added to density functional calculations, there usually in a form damped at short range. For undamped terms with bounded coefficients and a minimum distance, the theorem limits how much binding they can contribute per atom.

The coefficients need not be symmetric or positive. The sign condition on $C_{\max}$ does matter: a single atom has $E=0$, whereas a negative $C_{\max}$ would make the claimed lower bound positive.

In the proof, `hatom` is the estimate for one atom, `S.card` is $N$, and the closing `linarith` supplies the factor $-\tfrac12$.

```lean
/-- Stability: for atoms at least `d > 0` apart with coefficients `C_ij ≤ Cmax`, `Cmax ≥ 0`,
the London energy of `N` atoms is at least `-125 Cmax N / d⁶`. -/
theorem dispersionEnergy_ge [DecidableEq ι] {d Cmax : ℝ} {x : ι → Space} {C : ι → ι → ℝ}
    (hd : 0 < d) (hx : HardCore d x) (hmax : 0 ≤ Cmax) (hC : ∀ i j, C i j ≤ Cmax)
    (S : Finset ι) : -(125 * Cmax * S.card / d ^ 6) ≤ dispersionEnergy C x S := by
  -- each atom feels at most Cmax times the uniform bound
  have hatom : ∀ i ∈ S, ∑ j ∈ S.erase i, C i j / dist (x i) (x j) ^ 6 ≤
      Cmax * (250 / d ^ 6) := by
    intro i _
    calc ∑ j ∈ S.erase i, C i j / dist (x i) (x j) ^ 6
        ≤ ∑ j ∈ S.erase i, Cmax * (1 / dist (x i) (x j) ^ 6) :=
          Finset.sum_le_sum fun j _ => by
            rw [mul_one_div]
            exact div_le_div_of_nonneg_right (hC i j) (by positivity)
      _ = Cmax * dispersionSum x S i := by rw [dispersionSum, Finset.mul_sum]
      _ ≤ Cmax * (250 / d ^ 6) :=
          mul_le_mul_of_nonneg_left (dispersionSum_le hd hx S i) hmax
  have h := Finset.sum_le_sum hatom
  rw [Finset.sum_const, nsmul_eq_mul] at h
  have e : (S.card : ℝ) * (Cmax * (250 / d ^ 6)) = 2 * (125 * Cmax * S.card / d ^ 6) := by
    ring
  unfold dispersionEnergy
  linarith

end

end UniformDispersionBound
```

```lean
#print axioms UniformDispersionBound.dispersionSum_le
#print axioms UniformDispersionBound.infinite_dispersionSum_le
#print axioms UniformDispersionBound.dispersionEnergy_ge
```

```
'UniformDispersionBound.dispersionSum_le' depends on axioms: [propext, Classical.choice, Quot.sound]
'UniformDispersionBound.infinite_dispersionSum_le' depends on axioms: [propext, Classical.choice, Quot.sound]
'UniformDispersionBound.dispersionEnergy_ge' depends on axioms: [propext, Classical.choice, Quot.sound]
```
